# A downhill bound for mixing toward Fermi–Dirac occupations at fixed levels and electron number

In a calculation on a metal with Fermi–Dirac smearing, the current occupations $p_i$ can be updated by moving part of the way toward the Fermi–Dirac occupations $f_i$ of the current levels. If the free energy rises at the start of that move, a line search gains nothing by shortening its step: every sufficiently short step still goes uphill.

For fixed levels, this does not happen when $p$ and $f$ hold the same number of electrons and every $p_i$ lies strictly between 0 and 1. The initial slope of the free energy is then at most $-4T\sum_i w_i(f_i-p_i)^2$, where $T>0$ is the temperature in energy units ($k_\mathrm{B}T$ in textbook notation) and $w_i\ge 0$ is the weight of level $i$.

## Levels, occupations and free energy

The index $i$ runs over a finite set `ι`, for instance all pairs of band and k-point. The weight $w_i$ can then be the k-point weight times the spin degeneracy.

```lean
import Mathlib

open scoped Topology

namespace OccupationDescent

noncomputable section

variable {ι : Type*} [Fintype ι]
```

A level of energy $\varepsilon$ at chemical potential $\mu$ has the occupation

$$f(\varepsilon)=\frac{1}{1+e^{(\varepsilon-\mu)/T}}.$$

```lean
/-- The Fermi-Dirac occupation of a level `ε` at chemical potential `μ` and
temperature `T ≠ 0` (in energy units). -/
def fermi (T μ ε : ℝ) : ℝ := 1 / (1 + Real.exp ((ε - μ) / T))
```

With level energies $e_i$, occupations $q_i$ have the free energy

$$F(q)=\sum_i w_i\,\bigl(e_iq_i-T\,s(q_i)\bigr),\qquad s(x)=-x\ln x-(1-x)\ln(1-x).$$

Mathlib's `Real.binEntropy` is this $s$, with the natural logarithm and no factor $k_\mathrm{B}$.

```lean
/-- The electronic free energy of occupations `q` on levels `e` with weights `w`:
band energy minus temperature times the binary entropy. -/
def freeEnergy (T : ℝ) (w e q : ι → ℝ) : ℝ :=
  ∑ i, w i * (e i * q i - T * Real.binEntropy (q i))
```

An update from $p$ toward $q$ with step $t$ gives the occupations $p_i+t(q_i-p_i)$. The step $t=0$ leaves $p$ unchanged, and $t=1$ replaces it by $q$.

```lean
/-- Linear mixing of the occupations `p` with the occupations `q`, with step `t`. -/
def mix (p q : ι → ℝ) (t : ℝ) : ι → ℝ := fun i => p i + t * (q i - p i)
```

The derivative of the entropy is $s'(x)=\ln(1-x)-\ln x$. Its negative is the log-odds of the occupation,

$$\operatorname{logit}x=\ln x-\ln(1-x).$$

```lean
/-- The log-odds of an occupation `x`, for `0 < x < 1`. -/
def logit (x : ℝ) : ℝ := Real.log x - Real.log (1 - x)
```

## Log-odds grow at least four times as fast as occupations

Let $g(z)=\operatorname{logit}z-4z$ on $0<z<1$. Then

$$g'(z)=\frac1z+\frac1{1-z}-4=\frac{(1-2z)^2}{z(1-z)}\ge 0,$$

so $g$ is nondecreasing. For $x,y\in(0,1)$ the differences $x-y$ and $g(x)-g(y)$ therefore never have opposite signs, and $(x-y)(g(x)-g(y))\ge0$ rearranges to

$$4(x-y)^2\le(x-y)(\operatorname{logit}x-\operatorname{logit}y).$$

```lean
/-- The log-odds of two fractional occupations differ by at least four times the
difference of the occupations, with the same sign. -/
theorem four_mul_sq_le_logit {x y : ℝ} (hx : x ∈ Set.Ioo (0 : ℝ) 1)
    (hy : y ∈ Set.Ioo (0 : ℝ) 1) :
    4 * (x - y) ^ 2 ≤ (x - y) * (logit x - logit y) := by
  have hd : ∀ z ∈ Set.Ioo (0 : ℝ) 1,
      HasDerivAt (fun z => logit z - 4 * z) (z⁻¹ + (1 - z)⁻¹ - 4) z := by
    intro z hz
    have h1 : 0 < 1 - z := sub_pos.2 hz.2
    exact (((Real.hasDerivAt_log hz.1.ne').fun_sub
      (((hasDerivAt_id' z).const_sub 1).log h1.ne')).fun_sub
      ((hasDerivAt_id' z).const_mul 4)).congr_deriv (by ring)
  -- the derivative is a square divided by z (1 - z)
  have mono : MonotoneOn (fun z => logit z - 4 * z) (Set.Ioo (0 : ℝ) 1) := by
    apply monotoneOn_of_deriv_nonneg (convex_Ioo 0 1)
    · exact fun z hz => (hd z hz).continuousAt.continuousWithinAt
    · intro z hz
      rw [interior_Ioo] at hz
      exact (hd z hz).differentiableAt.differentiableWithinAt
    · intro z hz
      rw [interior_Ioo] at hz
      have h0 : z ≠ 0 := hz.1.ne'
      have h1 : 0 < 1 - z := sub_pos.2 hz.2
      have h2 : 1 - z ≠ 0 := h1.ne'
      have h3 : z⁻¹ + (1 - z)⁻¹ - 4 = (1 - 2 * z) ^ 2 / (z * (1 - z)) := by
        field_simp
        ring
      rw [(hd z hz).deriv, h3]
      exact div_nonneg (sq_nonneg _) (mul_pos hz.1 h1).le
  rcases le_total x y with h | h
  · have h' : logit x - 4 * x ≤ logit y - 4 * y := mono hx hy h
    nlinarith [mul_nonneg (sub_nonneg.2 h) (sub_nonneg.2 h')]
  · have h' : logit y - 4 * y ≤ logit x - 4 * x := mono hy hx h
    nlinarith [mul_nonneg (sub_nonneg.2 h) (sub_nonneg.2 h')]
```

Here `hd` is the derivative of $g$, `h3` is its form as a square over $z(1-z)$, and `mono` is the monotonicity. The two closing cases, $x\le y$ and $y\le x$, carry out the sign argument.

## Inverting the Fermi function

The exponential is positive, so the denominator of $f$ exceeds 1 and $0<f<1$.

```lean
/-- A Fermi-Dirac occupation lies strictly between zero and one. -/
theorem fermi_mem (T μ ε : ℝ) : fermi T μ ε ∈ Set.Ioo (0 : ℝ) 1 := by
  have hE := Real.exp_pos ((ε - μ) / T)
  unfold fermi
  constructor
  · positivity
  · rw [div_lt_one (by positivity)]
    linarith
```

From the definition, $1-f=e^{(\varepsilon-\mu)/T}f$. Taking logarithms gives $\ln(1-f)=(\varepsilon-\mu)/T+\ln f$, and hence

$$T\operatorname{logit}f=\mu-\varepsilon.$$

```lean
/-- Inversion of the Fermi function: at `T ≠ 0`, temperature times the log-odds of the
occupation is the depth of the level below the chemical potential. -/
theorem mul_logit_fermi {T : ℝ} (hT : T ≠ 0) (μ ε : ℝ) :
    T * logit (fermi T μ ε) = μ - ε := by
  have hE := Real.exp_pos ((ε - μ) / T)
  have h : 1 - fermi T μ ε = Real.exp ((ε - μ) / T) * fermi T μ ε := by
    have h1 := mul_one_div_cancel (by positivity : 1 + Real.exp ((ε - μ) / T) ≠ 0)
    unfold fermi
    linear_combination -h1
  have h2 : T * ((ε - μ) / T) = ε - μ := by field_simp
  unfold logit
  rw [h, Real.log_mul hE.ne' (fermi_mem T μ ε).1.ne', Real.log_exp]
  linear_combination -h2
```

## The slope along a mixing direction

At $t=0$ the chain rule gives, for each level, $w_i\bigl(e_i-T\,s'(p_i)\bigr)(q_i-p_i)$. Since $s'=-\operatorname{logit}$, the sum is

$$\left.\frac{d}{dt}F\bigl(p+t(q-p)\bigr)\right|_{t=0}=\sum_i w_i\,(e_i+T\operatorname{logit}p_i)(q_i-p_i).$$

```lean
/-- The initial slope of the free energy when fractional occupations `p` are mixed
with arbitrary occupations `q`. -/
theorem hasDerivAt_freeEnergy (T : ℝ) (w e p q : ι → ℝ)
    (hp : ∀ i, p i ∈ Set.Ioo (0 : ℝ) 1) :
    HasDerivAt (fun t => freeEnergy T w e (mix p q t))
      (∑ i, w i * (e i + T * logit (p i)) * (q i - p i)) 0 := by
  simp only [freeEnergy, mix]
  apply HasDerivAt.fun_sum
  intro i _
  have hline : HasDerivAt (fun t : ℝ => p i + t * (q i - p i)) (q i - p i) 0 :=
    (((hasDerivAt_id' (0 : ℝ)).mul_const (q i - p i)).const_add (p i)).congr_deriv
      (one_mul _)
  have hs : HasDerivAt Real.binEntropy (Real.log (1 - p i) - Real.log (p i))
      (p i + 0 * (q i - p i)) := by
    rw [zero_mul, add_zero]
    exact Real.hasDerivAt_binEntropy (hp i).1.ne' (hp i).2.ne
  have hc : HasDerivAt (fun t : ℝ => Real.binEntropy (p i + t * (q i - p i)))
      ((Real.log (1 - p i) - Real.log (p i)) * (q i - p i)) 0 :=
    HasDerivAt.comp (h := fun t : ℝ => p i + t * (q i - p i)) 0 hs hline
  exact (((hline.const_mul (e i)).fun_sub (hc.const_mul T)).const_mul (w i)).congr_deriv
    (by unfold logit; ring)
```

In the proof, `hline` differentiates the straight path, `hs` the entropy, and `hc` their composition. The target $q$ is arbitrary. The start $p$ is assumed to be fractional, which excludes completely empty or full levels, where the entropy has infinite slope.

Now let the target be $f_i=f(e_i)$. The inverted Fermi function gives $e_i=\mu-T\operatorname{logit}f_i$, and the slope becomes

$$\mu\Bigl(\sum_iw_if_i-\sum_iw_ip_i\Bigr)-T\sum_iw_i(f_i-p_i)(\operatorname{logit}f_i-\operatorname{logit}p_i).$$

The first bracket is the change in electron number. It vanishes by assumption, and only the second term remains.

```lean
/-- At `T ≠ 0`, when fractional occupations are mixed with Fermi-Dirac occupations of the same
electron number, the initial slope of the free energy is `-T` times the weighted sum of the products
of occupation difference and log-odds difference. -/
theorem hasDerivAt_toward_fermi {T μ : ℝ} (hT : T ≠ 0) {w e p : ι → ℝ}
    (hp : ∀ i, p i ∈ Set.Ioo (0 : ℝ) 1)
    (hN : ∑ i, w i * p i = ∑ i, w i * fermi T μ (e i)) :
    HasDerivAt (fun t => freeEnergy T w e (mix p (fun i => fermi T μ (e i)) t))
      (-T * ∑ i, w i * ((fermi T μ (e i) - p i) *
        (logit (fermi T μ (e i)) - logit (p i)))) 0 := by
  refine (hasDerivAt_freeEnergy T w e p _ hp).congr_deriv ?_
  -- the chemical potential multiplies the change in electron number, which vanishes
  have hsum : ∑ i, w i * (e i + T * logit (p i)) * (fermi T μ (e i) - p i) =
      μ * (∑ i, w i * fermi T μ (e i) - ∑ i, w i * p i) +
      -T * ∑ i, w i * ((fermi T μ (e i) - p i) *
        (logit (fermi T μ (e i)) - logit (p i))) := by
    rw [← Finset.sum_sub_distrib, Finset.mul_sum, Finset.mul_sum,
      ← Finset.sum_add_distrib]
    refine Finset.sum_congr rfl fun i _ => ?_
    linear_combination w i * (fermi T μ (e i) - p i) * mul_logit_fermi hT μ (e i)
  rw [hsum, hN, sub_self, mul_zero, zero_add]
```

The hypothesis `hN` expresses the equality of electron numbers. It stands for the usual search for the Fermi level: $\mu$ is taken as already adjusted, and its existence is not derived. The identity `hsum` is the split displayed above, proved level by level.

Without equal electron numbers the move can start uphill. Take one level with $w=1$, $e=1$, $T=1$, $p=1/2$ and $\mu=2$. Then $f=1/(1+e^{-1})\approx0.731$, and since $\operatorname{logit}(1/2)=0$ the slope is $f-\tfrac12\approx0.231>0$.

## The descent bound

Apply the log-odds inequality with $x=f_i$ and $y=p_i$, multiply by $w_i\ge0$, sum over the levels and multiply by $-T<0$:

$$-T\sum_iw_i(f_i-p_i)(\operatorname{logit}f_i-\operatorname{logit}p_i)\le-4T\sum_iw_i(f_i-p_i)^2.$$

```lean
/-- For `T > 0`, nonnegative weights and fractional occupations `p`, mixing with
Fermi-Dirac occupations of the same electron number has an initial free-energy slope
of at most `-4T` times the weighted squared distance between the occupations. -/
theorem descent_slope_le {T μ : ℝ} (hT : 0 < T) {w e p : ι → ℝ} (hw : ∀ i, 0 ≤ w i)
    (hp : ∀ i, p i ∈ Set.Ioo (0 : ℝ) 1)
    (hN : ∑ i, w i * p i = ∑ i, w i * fermi T μ (e i)) :
    DifferentiableAt ℝ
      (fun t => freeEnergy T w e (mix p (fun i => fermi T μ (e i)) t)) 0 ∧
    deriv (fun t => freeEnergy T w e (mix p (fun i => fermi T μ (e i)) t)) 0 ≤
      -4 * T * ∑ i, w i * (fermi T μ (e i) - p i) ^ 2 := by
  have hd := hasDerivAt_toward_fermi hT.ne' hp hN
  refine ⟨hd.differentiableAt, ?_⟩
  rw [hd.deriv]
  have h : 4 * ∑ i, w i * (fermi T μ (e i) - p i) ^ 2 ≤
      ∑ i, w i * ((fermi T μ (e i) - p i) *
        (logit (fermi T μ (e i)) - logit (p i))) := by
    rw [Finset.mul_sum]
    refine Finset.sum_le_sum fun i _ => ?_
    have h1 := mul_le_mul_of_nonneg_left
      (four_mul_sq_le_logit (fermi_mem T μ (e i)) (hp i)) (hw i)
    linarith
  have h2 := mul_le_mul_of_nonneg_left h hT.le
  linarith
```

In words: for positive temperature, nonnegative weights, fractional starting occupations and equal electron numbers, the free energy is differentiable in the step $t$ at $t=0$, and its derivative there obeys the bound. Differentiability is stated separately because Lean's `deriv` returns zero where no derivative exists.

In electronic-structure practice this concerns occupation updates for metals with Fermi–Dirac smearing, in the restricted setting of finitely many levels that stay fixed during the update. In a self-consistent calculation the levels respond to the occupations. The slope carries over to that case if the full energy, without the entropy term, is a differentiable function of the occupations at the current $p$ and its derivative with respect to $p_i$ there is $w_ie_i$.

## Short steps lower the free energy

Suppose that some level with $w_i>0$ has $p_i\ne f_i$. Then $\sum_iw_i(f_i-p_i)^2>0$, and the slope is strictly negative. The difference quotient $[F(p+t(f-p))-F(p)]/t$ tends to this slope as $t$ falls to zero, so it is negative for all sufficiently small $t>0$, and there $F(p+t(f-p))<F(p)$.

```lean
/-- For `T > 0`, nonnegative weights and fractional occupations `p` with the same electron number as
the Fermi-Dirac occupations: if some level of positive weight is not at its Fermi-Dirac occupation,
every sufficiently small positive mixing step toward the Fermi-Dirac occupations lowers the free
energy. -/
theorem small_step_lowers {T μ : ℝ} (hT : 0 < T) {w e p : ι → ℝ} (hw : ∀ i, 0 ≤ w i)
    (hp : ∀ i, p i ∈ Set.Ioo (0 : ℝ) 1)
    (hN : ∑ i, w i * p i = ∑ i, w i * fermi T μ (e i))
    (hne : ∃ i, 0 < w i ∧ p i ≠ fermi T μ (e i)) :
    ∀ᶠ t in 𝓝[>] (0 : ℝ),
      freeEnergy T w e (mix p (fun i => fermi T μ (e i)) t) < freeEnergy T w e p := by
  obtain ⟨hdiff, hle⟩ := descent_slope_le hT hw hp hN
  obtain ⟨j, hj, hpj⟩ := hne
  have hpos : 0 < ∑ i, w i * (fermi T μ (e i) - p i) ^ 2 :=
    Finset.sum_pos' (fun i _ => mul_nonneg (hw i) (sq_nonneg _))
      ⟨j, Finset.mem_univ j, mul_pos hj (sq_pos_of_ne_zero (sub_ne_zero.2 hpj.symm))⟩
  have hneg : deriv (fun t => freeEnergy T w e
      (mix p (fun i => fermi T μ (e i)) t)) 0 < 0 := by
    have := mul_pos hT hpos
    linarith
  have h0 : mix p (fun i => fermi T μ (e i)) 0 = p := by
    funext i
    simp [mix]
  -- the difference quotient is eventually negative
  filter_upwards [hdiff.hasDerivAt.tendsto_slope_zero_right.eventually_lt_const hneg,
    self_mem_nhdsWithin] with t ht ht0
  have ht1 : 0 < t := ht0
  simp only [zero_add, smul_eq_mul, h0] at ht
  by_contra hcon
  have := mul_nonneg (inv_nonneg.2 ht1.le) (sub_nonneg.2 (not_lt.1 hcon))
  linarith
```

The expression `∀ᶠ t in 𝓝[>] (0 : ℝ)` means "for all $t$ in some interval $0<t<t_0$". The theorem gives no value for $t_0$. For fixed levels, convexity of $F$ gives more, though this is not proved here: $f$ minimises $F$ at the given electron number, so every step $0<t\le1$ lowers $F$, and $t=1$ lowers it most. When the levels respond to the occupations, a full step can overshoot, and a line search becomes useful.

## No constant larger than 4 works

Let $c>4$ and write $c=4u$ with $u>1$. Take two levels of unit weight at $-T\ln u$ and $+T\ln u$, with $\mu=0$ and both occupations equal to $\tfrac12$. The Fermi–Dirac occupations are $\tfrac12+\delta$ and $\tfrac12-\delta$, where

$$\delta=\frac{u-1}{2(u+1)},$$

so both sets of occupations hold one electron. Because $\operatorname{logit}(1/2)=0$, the slope is $-2T\delta\ln u$. A bound with $c$ in place of 4 would require it to be at most $-4uT\cdot2\delta^2$, that is, $\ln u\ge4u\delta$. But

$$\ln u\le u-1<\frac{2u(u-1)}{u+1}=4u\delta,$$

where the strict inequality holds because $2u>u+1$.

```lean
/-- No constant larger than 4 works: for any `c > 4` and `T > 0` there are two levels of unit weight
such that half filling has the same electron number as the Fermi-Dirac occupations at `μ = 0`, but
the slope bound with `c` in place of 4 fails. -/
theorem four_is_optimal {T c : ℝ} (hT : 0 < T) (hc : 4 < c) :
    ∃ e : Fin 2 → ℝ,
      ∑ _i : Fin 2, (1 : ℝ) * (1 / 2) = ∑ i, 1 * fermi T 0 (e i) ∧
      -c * T * ∑ i, 1 * (fermi T 0 (e i) - 1 / 2) ^ 2 <
        deriv (fun t => freeEnergy T (fun _ => 1) e
          (mix (fun _ => 1 / 2) (fun i => fermi T 0 (e i)) t)) 0 := by
  obtain ⟨u, rfl⟩ : ∃ u, c = 4 * u := ⟨c / 4, by ring⟩
  have hu : 1 < u := by linarith
  have hu0 : 0 < u := by linarith
  have hu1 : 0 < u - 1 := by linarith
  obtain ⟨δ, hδ⟩ : ∃ δ, δ = (u - 1) / (2 * (u + 1)) := ⟨_, rfl⟩
  have hδ0 : 0 < δ := by rw [hδ]; positivity
  -- levels at -T log u and T log u have occupations 1/2 + δ and 1/2 - δ
  have hf0 : fermi T 0 (-(T * Real.log u)) = 1 / 2 + δ := by
    unfold fermi
    rw [sub_zero, neg_div, mul_div_cancel_left₀ _ hT.ne', Real.exp_neg,
      Real.exp_log hu0, hδ]
    field_simp
    ring
  have hf1 : fermi T 0 (T * Real.log u) = 1 / 2 - δ := by
    unfold fermi
    rw [sub_zero, mul_div_cancel_left₀ _ hT.ne', Real.exp_log hu0, hδ]
    field_simp
    ring
  have hl : logit (1 / 2) = 0 := by
    have h : (1 : ℝ) - 1 / 2 = 1 / 2 := by norm_num
    unfold logit
    rw [h, sub_self]
  have ha : T * Real.log u < 4 * u * T * δ := by
    have h1 := Real.log_le_sub_one_of_pos hu0
    have h2 : u - 1 < 4 * u * δ := by
      have h3 : 4 * u * δ = 2 * u * (u - 1) / (u + 1) := by
        rw [hδ]
        field_simp
        ring
      rw [h3, lt_div_iff₀ (by linarith)]
      nlinarith [mul_pos hu1 hu1]
    calc T * Real.log u < T * (4 * u * δ) := mul_lt_mul_of_pos_left (by linarith) hT
      _ = 4 * u * T * δ := by ring
  refine ⟨![-(T * Real.log u), T * Real.log u], ?_, ?_⟩
  · simp only [Fin.sum_univ_two, Matrix.cons_val_zero, Matrix.cons_val_one, hf0, hf1]
    ring
  · rw [(hasDerivAt_freeEnergy T (fun _ => 1) ![-(T * Real.log u), T * Real.log u]
      (fun _ => 1 / 2) _ (fun _ => ⟨by norm_num, by norm_num⟩)).deriv]
    simp only [Fin.sum_univ_two, Matrix.cons_val_zero, Matrix.cons_val_one, hf0, hf1, hl]
    nlinarith [mul_pos hδ0 (sub_pos.2 ha)]

end

end OccupationDescent
```

The index type `Fin 2` numbers the two levels 0 and 1. The facts `hf0` and `hf1` are their occupations, and `ha` is the last inequality multiplied by $T$. The levels depend on $c$: as $c$ approaches 4, they close in on the chemical potential.

```lean
#print axioms OccupationDescent.hasDerivAt_toward_fermi
#print axioms OccupationDescent.small_step_lowers
#print axioms OccupationDescent.four_is_optimal
```

```
'OccupationDescent.hasDerivAt_toward_fermi' depends on axioms: [propext, Classical.choice, Quot.sound]
'OccupationDescent.small_step_lowers' depends on axioms: [propext, Classical.choice, Quot.sound]
'OccupationDescent.four_is_optimal' depends on axioms: [propext, Classical.choice, Quot.sound]
```
